# On the whole line, an energy range M − m and a force Lipschitz constant K give F² ≤ (M − m)K

To test a force routine, one displaces a coordinate by $\pm h$, evaluates the energy twice and compares the central difference with the coded force. The step $h$ has to be chosen. If each energy carries an error of at most $\varepsilon$, the difference quotient inherits an error of up to $\varepsilon/h$, which grows as the step shrinks. The finite step itself adds up to $Kh/2$, where $K$ bounds how fast the force changes. The sum $\varepsilon/h + Kh/2$ is smallest at $h=\sqrt{2\varepsilon/K}$, where it equals $\sqrt{2\varepsilon K}$. This step minimises a worst-case bound that allows for kinks in the force. For a force with a continuous second derivative the finite-step error shrinks at least as fast as $h^2$, so the step with the smallest actual error can be different.

The same optimisation, with a bound on the energy in place of the energy error, limits the force itself.

## The force bound and Landau's inequality

Let $V$ be a potential energy on the real line with force $F=-V'$. Suppose that $m\le V(x)\le M$ for all $x$, and that

$$|F(x)-F(y)|\le K|x-y|\qquad\text{for all }x,y.$$

For a twice differentiable energy, $K$ is a bound on the magnitude of the stiffness $V''$ everywhere along the coordinate, where it is negative as well as where it is positive. Then

$$F(x)^2\le (M-m)K\qquad\text{for every }x.$$

For a twice differentiable function $f$ with $|f|\le A$ and $|f''|\le B$ everywhere, this becomes Landau's inequality, $f'(x)^2\le 2AB$.

## Checking forces along one coordinate

The bound can serve as a plausibility check for a force along a single coordinate whose energy is bounded on the whole line. A torsion term $V(\varphi)=k\cos(n\varphi)$, with $k>0$ and $n$ a positive integer, is an example. Its energy range is $2k$ and its largest curvature is $kn^2$, so the bound gives $|F|\le\sqrt2\,kn$; the true maximum is $kn$. A reported force above the bound means that the force, the energy range or the stiffness estimate is wrong.

## From a central difference to the bound

Fix $x$ and consider, for $t\ge0$,

$$G(t)=V(x-t)-V(x+t)-2tF(x)+Kt^2 .$$

Since $V'=-F$, its derivative is

$$G'(t)=F(x-t)+F(x+t)-2F(x)+2Kt .$$

Each of $F(x-t)-F(x)$ and $F(x+t)-F(x)$ is at least $-Kt$, so $G'(t)\ge0$. As $G(0)=0$, it follows that $G(h)\ge0$ for $h\ge0$:

$$V(x-h)-V(x+h)\ge 2hF(x)-Kh^2 .$$

The pair $-V,-F$ satisfies the same hypotheses and gives the matching upper estimate. Together,

$$|V(x-h)-V(x+h)-2hF(x)|\le Kh^2 .$$

For $h>0$, division by $2h$ gives the bound $Kh/2$ on the error of the central difference.

If $|V|\le A$, the energy drop is at most $2A$ in magnitude, hence

$$|F(x)|\le \frac Ah+\frac{Kh}{2}\qquad\text{for every }h>0 .$$

For $A,K>0$ the best step follows from

$$\left(\frac Ah+\frac{Kh}{2}\right)^2=2AK+\left(\frac Ah-\frac{Kh}{2}\right)^2 .$$

The last square vanishes at $h=\sqrt{2A/K}$, which leaves $|F(x)|\le\sqrt{2AK}$.

A discriminant argument handles a general range $[m,M]$ and includes $K=0$. For $h\ge0$ the energy drop is at most $M-m$, so the lower estimate gives

$$Kh^2-2F(x)h+(M-m)\ge0 .$$

For $h<0$, use the step $-h$. The drop is then at least $-(M-m)$ and at most $-2hF(x)+Kh^2$, which gives the same inequality. A quadratic that is nonnegative for all real $h$ has no positive discriminant, so $4F(x)^2-4K(M-m)\le0$. If $K=0$, the expression is linear in $h$ and can stay nonnegative only when $F(x)=0$.

For Landau's inequality, take $V=f$, $F=-f'$, $m=-A$, $M=A$ and $K=B$. The mean value inequality supplies $|f'(x)-f'(y)|\le B|x-y|$.

Equality is possible in the force bound. Let $r(x)=\max(x,0)^2/2$ and

$$V(x)=\tfrac12-\bigl[r(x+1)-2r(x)+r(x-1)\bigr].$$

This energy steps down from $1/2$ to $-1/2$, with force $F(x)=\max(1-|x|,0)$. Here $M-m=1$, $K=1$ and $F(0)^2=1$.

## The Lean file

```lean
import Mathlib

open Set

namespace LandauForceBound

noncomputable section

/-- `F` is the force of the potential energy `V` on the line: `F = -V'` at every point. -/
def IsForceOf (V F : ℝ → ℝ) : Prop := ∀ x, HasDerivAt V (-F x) x

/-- If the force changes by at most `K` per unit length, the energy drop from `x - h` to `x + h`
is at least `2 h F(x) - K h ^ 2`. -/
theorem energy_drop_lower {V F : ℝ → ℝ} {K : ℝ} (hF : IsForceOf V F)
    (hK : ∀ x y, |F x - F y| ≤ K * |x - y|) (x : ℝ) {h : ℝ} (hh : 0 ≤ h) :
    2 * h * F x - K * h ^ 2 ≤ V (x - h) - V (x + h) := by
  -- the difference of the two sides, as a function of the step, has nonnegative slope
  have hd : ∀ t, HasDerivAt (fun t => V (x - t) - V (x + t) - 2 * t * F x + K * (t * t))
      (F (x - t) + F (x + t) - 2 * F x + 2 * K * t) t := by
    intro t
    have h1 : HasDerivAt (fun t => V (x + t)) (-F (x + t)) t :=
      HasDerivAt.comp_const_add x t (hF (x + t))
    have h2 : HasDerivAt (fun t => V (x - t)) (-(-F (x - t))) t :=
      HasDerivAt.comp_const_sub x t (hF (x - t))
    have h3 : HasDerivAt (fun t : ℝ => 2 * t * F x) (2 * F x) t :=
      (((hasDerivAt_id' t).const_mul (2 : ℝ)).mul_const (F x)).congr_deriv (by ring)
    have h4 : HasDerivAt (fun t : ℝ => K * (t * t)) (2 * K * t) t :=
      (((hasDerivAt_id' t).fun_mul (hasDerivAt_id' t)).const_mul K).congr_deriv (by ring)
    exact (((h2.fun_sub h1).fun_sub h3).fun_add h4).congr_deriv (by ring)
  have hm := monotoneOn_of_deriv_nonneg (convex_Ici (0 : ℝ))
    (fun t _ => (hd t).continuousAt.continuousWithinAt)
    (fun t _ => (hd t).differentiableAt.differentiableWithinAt)
    (fun t ht => by
      rw [interior_Ici] at ht
      have ht' : 0 < t := ht
      rw [(hd t).deriv]
      have a1 := hK (x + t) x
      have a2 := hK (x - t) x
      rw [show x + t - x = t by ring, abs_of_pos ht'] at a1
      rw [show x - t - x = -t by ring, abs_neg, abs_of_pos ht'] at a2
      linarith [(abs_le.mp a1).1, (abs_le.mp a2).1])
  have h0 : (0 : ℝ) ∈ Ici (0 : ℝ) := mem_Ici.mpr (le_refl (0 : ℝ))
  have h1 : h ∈ Ici (0 : ℝ) := mem_Ici.mpr hh
  have key := hm h0 h1 hh
  simp only [add_zero, sub_zero, sub_self, mul_zero, zero_mul] at key
  nlinarith [key]

/-- The energy drop across a symmetric step of half-width `h` equals `2 h F(x)` up to an error
of at most `K h ^ 2`. -/
theorem energy_drop_error {V F : ℝ → ℝ} {K : ℝ} (hF : IsForceOf V F)
    (hK : ∀ x y, |F x - F y| ≤ K * |x - y|) (x : ℝ) {h : ℝ} (hh : 0 ≤ h) :
    |V (x - h) - V (x + h) - 2 * h * F x| ≤ K * h ^ 2 := by
  have lo := energy_drop_lower hF hK x hh
  -- the upper estimate is the lower one for the inverted potential
  have up := energy_drop_lower (V := fun y => -V y) (F := fun y => -F y) (K := K)
    (fun y => (hF y).fun_neg)
    (fun y z => by
      show |-F y - -F z| ≤ K * |y - z|
      rw [show -F y - -F z = F z - F y by ring, abs_sub_comm y z]
      exact hK z y) x hh
  rw [abs_le]
  constructor <;> linarith

/-- If `|V| ≤ A` everywhere and the force changes by at most `K` per unit length, every step `h > 0`
gives the bound `A / h + K h / 2` on the magnitude of the force. -/
theorem force_bound_of_step {V F : ℝ → ℝ} {A K : ℝ} (hF : IsForceOf V F)
    (hA : ∀ x, |V x| ≤ A) (hK : ∀ x y, |F x - F y| ≤ K * |x - y|)
    (x : ℝ) {h : ℝ} (hh : 0 < h) : |F x| ≤ A / h + K * h / 2 := by
  have e := abs_le.mp (energy_drop_error hF hK x hh.le)
  have b1 := abs_le.mp (hA (x - h))
  have b2 := abs_le.mp (hA (x + h))
  have hs : A / h + K * h / 2 = (2 * A + K * h ^ 2) / (2 * h) := by
    field_simp
  rw [hs, le_div_iff₀ (by positivity)]
  rcases abs_cases (F x) with ⟨h1, _⟩ | ⟨h1, _⟩ <;> rw [h1] <;>
    nlinarith [e.1, e.2, b1.1, b1.2, b2.1, b2.2]

/-- For positive `A` and `K`, the bound `A / h + K h / 2` is at least `√(2 A K)` for every step `h >
0`, and the step `h = √(2 A / K)` attains this value. -/
theorem optimal_step {A K : ℝ} (hA : 0 < A) (hK : 0 < K) :
    (∀ h : ℝ, 0 < h → √(2 * A * K) ≤ A / h + K * h / 2) ∧
      A / √(2 * A / K) + K * √(2 * A / K) / 2 = √(2 * A * K) := by
  constructor
  · intro h hh
    refine Real.sqrt_le_iff.mpr ⟨by positivity, ?_⟩
    have hc : A / h * h = A := div_mul_cancel₀ A hh.ne'
    have e : (A / h + K * h / 2) ^ 2 = 2 * A * K + (A / h - K * h / 2) ^ 2 := by
      linear_combination 2 * K * hc
    rw [e]
    linarith [sq_nonneg (A / h - K * h / 2)]
  · have hs : 0 < √(2 * A / K) := Real.sqrt_pos.mpr (by positivity)
    have hq : K * √(2 * A / K) ^ 2 = 2 * A := by
      rw [Real.sq_sqrt (by positivity)]
      field_simp
    generalize √(2 * A / K) = s at hs hq ⊢
    have h1 : A / s = K * s / 2 := by
      rw [div_eq_iff hs.ne']
      linear_combination (-1 / 2) * hq
    rw [show 2 * A * K = (K * s) ^ 2 by linear_combination (-K) * hq,
      Real.sqrt_sq (by positivity), h1]
    ring

/-- If the potential energy stays between `m` and `M` and the force changes by at most `K` per
unit length, the squared force is nowhere larger than `(M - m) K`. -/
theorem force_sq_le {V F : ℝ → ℝ} {m M K : ℝ} (hF : IsForceOf V F)
    (hm : ∀ x, m ≤ V x) (hM : ∀ x, V x ≤ M)
    (hK : ∀ x y, |F x - F y| ≤ K * |x - y|) (x : ℝ) : F x ^ 2 ≤ (M - m) * K := by
  -- a quadratic in the step that is never negative has no positive discriminant
  have hq : ∀ h : ℝ, 0 ≤ K * (h * h) + (-2 * F x) * h + (M - m) := by
    intro h
    rcases le_total 0 h with hh | hh
    · have e := abs_le.mp (energy_drop_error hF hK x hh)
      nlinarith [e.1, hM (x - h), hm (x + h)]
    · have e := abs_le.mp (energy_drop_error hF hK x (neg_nonneg.mpr hh))
      nlinarith [e.2, hm (x - -h), hM (x + -h)]
  have hdisc := discrim_le_zero hq
  unfold discrim at hdisc
  nlinarith [hdisc]

/-- Landau's inequality: a twice differentiable function on the line with `|f| ≤ A` and
`|f''| ≤ B` satisfies `f'(x) ^ 2 ≤ 2 A B` at every point. -/
theorem landau_inequality {f : ℝ → ℝ} {A B : ℝ} (hf : Differentiable ℝ f)
    (hf' : Differentiable ℝ (deriv f)) (hA : ∀ x, |f x| ≤ A)
    (hB : ∀ x, |deriv (deriv f) x| ≤ B) (x : ℝ) : deriv f x ^ 2 ≤ 2 * A * B := by
  have hF : IsForceOf f (fun y => -deriv f y) := by
    intro y
    show HasDerivAt f (- -deriv f y) y
    rw [neg_neg]
    exact (hf y).hasDerivAt
  -- the mean value inequality turns the curvature bound into a bound on force changes
  have hL : ∀ y z, |-deriv f y - -deriv f z| ≤ B * |y - z| := by
    intro y z
    have h := Convex.norm_image_sub_le_of_norm_deriv_le (f := deriv f) (C := B)
      (fun t _ => hf' t) (fun t _ => hB t) convex_univ (mem_univ y) (mem_univ z)
    rw [Real.norm_eq_abs, Real.norm_eq_abs] at h
    rw [show -deriv f y - -deriv f z = deriv f z - deriv f y by ring, abs_sub_comm y z]
    exact h
  have h := force_sq_le hF (fun y => (abs_le.mp (hA y)).1) (fun y => (abs_le.mp (hA y)).2) hL x
  nlinarith [h]

/-- The one-sided parabola: zero for `x ≤ 0` and `x ^ 2 / 2` for `x ≥ 0`. -/
def ramp (x : ℝ) : ℝ := max x 0 ^ 2 / 2

/-- A potential step built from three one-sided parabolas. -/
def stepPotential (x : ℝ) : ℝ := 1 / 2 - (ramp (x + 1) - 2 * ramp x + ramp (x - 1))

/-- The tent-shaped force `max (1 - |x|) 0`. -/
def tentForce (x : ℝ) : ℝ := max (1 - |x|) 0

/-- The one-sided parabola has slope `max x 0` at every point. -/
theorem hasDerivAt_ramp (x : ℝ) : HasDerivAt ramp (max x 0) x := by
  rw [hasDerivAt_iff_isLittleO, Asymptotics.isLittleO_iff]
  intro c hc
  filter_upwards [Metric.ball_mem_nhds x hc] with y hy
  rw [Metric.mem_ball, Real.dist_eq] at hy
  simp only [Real.norm_eq_abs, smul_eq_mul, ramp]
  -- the linearisation error is at most quadratic in the displacement
  have h : |max y 0 ^ 2 / 2 - max x 0 ^ 2 / 2 - (y - x) * max x 0| ≤ |y - x| * |y - x| := by
    rw [abs_mul_abs_self, abs_le]
    rcases le_total x 0 with hx | hx <;> rcases le_total y 0 with hy' | hy' <;>
      simp only [max_eq_left, max_eq_right, hx, hy'] <;> constructor <;>
      nlinarith [sq_nonneg (y - x), sq_nonneg x, sq_nonneg y]
  exact h.trans (mul_le_mul_of_nonneg_right hy.le (abs_nonneg _))

/-- The potential step, with energy between `-1/2` and `1/2` and a tent-shaped force changing by
at most `1` per unit length, attains equality in the force bound at the origin. -/
theorem force_sq_le_sharp :
    IsForceOf stepPotential tentForce ∧ (∀ x, |stepPotential x| ≤ 1 / 2) ∧
      (∀ x y, |tentForce x - tentForce y| ≤ 1 * |x - y|) ∧
      tentForce 0 ^ 2 = (1 / 2 - (-1 / 2)) * 1 := by
  refine ⟨fun x => ?_, fun x => ?_, fun x y => ?_, ?_⟩
  · have h1 : HasDerivAt (fun y => ramp (y + 1)) (max (x + 1) 0) x :=
      HasDerivAt.comp_add_const x 1 (hasDerivAt_ramp (x + 1))
    have h3 : HasDerivAt (fun y => ramp (y - 1)) (max (x - 1) 0) x :=
      HasDerivAt.comp_sub_const x 1 (hasDerivAt_ramp (x - 1))
    have h := ((h1.fun_sub ((hasDerivAt_ramp x).const_mul 2)).fun_add h3).const_sub (1 / 2)
    refine h.congr_deriv ?_
    unfold tentForce
    rcases abs_cases x with ⟨a, _⟩ | ⟨a, _⟩ <;> rw [a] <;>
      rcases max_cases (x + 1) 0 with ⟨b, _⟩ | ⟨b, _⟩ <;>
      rcases max_cases x 0 with ⟨c, _⟩ | ⟨c, _⟩ <;>
      rcases max_cases (x - 1) 0 with ⟨d, _⟩ | ⟨d, _⟩ <;> rw [b, c, d] <;>
      first
        | (rw [max_eq_left (by linarith)]; linarith)
        | (rw [max_eq_right (by linarith)]; linarith)
  · unfold stepPotential ramp
    rw [abs_le]
    rcases max_cases (x + 1) 0 with ⟨b, _⟩ | ⟨b, _⟩ <;>
      rcases max_cases x 0 with ⟨c, _⟩ | ⟨c, _⟩ <;>
      rcases max_cases (x - 1) 0 with ⟨d, _⟩ | ⟨d, _⟩ <;> rw [b, c, d] <;>
      constructor <;> nlinarith
  · unfold tentForce
    have h1 := abs_sub_abs_le_abs_sub x y
    have h2 := abs_sub_abs_le_abs_sub y x
    rw [abs_sub_comm y x] at h2
    have h3 := abs_nonneg (x - y)
    rw [abs_le]
    rcases max_cases (1 - |x|) 0 with ⟨b, _⟩ | ⟨b, _⟩ <;>
      rcases max_cases (1 - |y|) 0 with ⟨c, _⟩ | ⟨c, _⟩ <;> rw [b, c] <;>
      constructor <;> linarith
  · norm_num [tentForce]

end

end LandauForceBound
```

```lean
#print axioms LandauForceBound.force_bound_of_step
-- 'LandauForceBound.force_bound_of_step' depends on axioms: [propext, Classical.choice, Quot.sound]
#print axioms LandauForceBound.optimal_step
-- 'LandauForceBound.optimal_step' depends on axioms: [propext, Classical.choice, Quot.sound]
#print axioms LandauForceBound.landau_inequality
-- 'LandauForceBound.landau_inequality' depends on axioms: [propext, Classical.choice, Quot.sound]
#print axioms LandauForceBound.force_sq_le_sharp
-- 'LandauForceBound.force_sq_le_sharp' depends on axioms: [propext, Classical.choice, Quot.sound]
```

## How the theorems encode the physics

Energies, forces and positions are real numbers, with units left implicit. `IsForceOf V F` says that `V` has derivative `-F x` at every `x`, which fixes the sign convention. In `force_sq_le`, the hypotheses `hm` and `hM` confine the energy to $[m,M]$, and `hK` is the stiffness condition. No sign is assumed for `K`; `hK` itself rules out a negative value.

`landau_inequality` uses Lean's `deriv` and assumes that both `f` and `deriv f` are differentiable everywhere. The second derivative need not be continuous.

`force_sq_le_sharp` collects four statements about `stepPotential` and `tentForce`: they are an energy and its force, the energy lies within $\pm1/2$, the force has Lipschitz constant 1, and equality holds at the origin. The tent has corners, so this potential is not twice differentiable and is an equality case for `force_sq_le`, not for `landau_inequality`.

## How the proof follows the calculation

`energy_drop_lower` builds the derivative of $G$ from those of its four terms. It then applies `monotoneOn_of_deriv_nonneg` on $[0,\infty)$ and compares the values at $0$ and $h$. `energy_drop_error` applies that lemma again to the inverted potential to obtain the two-sided estimate.

`force_bound_of_step` puts the right-hand side over the denominator $2h$ and treats the two signs of the force separately. `optimal_step` proves the square identity above for the lower bound, then substitutes the optimal step to show that the bound is attained.

The main theorem does not go through the optimal step. In `force_sq_le`, the fact `hq` is the nonnegative quadratic, proved separately for $h\ge0$ and $h\le0$, and `discrim_le_zero` turns it into the discriminant inequality. `landau_inequality` obtains the Lipschitz condition from `Convex.norm_image_sub_le_of_norm_deriv_le` and then calls `force_sq_le`.

For the equality case, `hasDerivAt_ramp` shows that the linearisation error of the one-sided parabola is at most $|y-x|^2$, which is small enough to establish the derivative. The force relation and the energy bound are then checked case by case, according to which argument of each maximum is the larger. The Lipschitz condition combines such cases with the reverse triangle inequality, and the equality at the origin is a direct computation.

## Whole-line energies, exact arithmetic and more coordinates

The hypotheses concern the entire line. On a finite interval the bound can fail: a linear potential has a constant nonzero force and $K=0$. A periodic coordinate fits if its energy, extended periodically, meets the conditions. A harmonic well has unbounded energy and does not fit, and neither does a Coulomb or Lennard-Jones term that diverges at contact. A truncated potential whose force jumps at the cutoff has no finite $K$.

The constants $m$, $M$ and $K$ are inputs. Sampling a trajectory can underestimate the energy range or the stiffness, and the resulting number is then not a guaranteed bound. The theorems concern exact real arithmetic; the estimate with energy error $\varepsilon$ in the opening combines `energy_drop_error` with the triangle inequality and is not itself a theorem of the file.

A version for many coordinates would take $V$ on a Euclidean space, with $\mathbf F=-\nabla V$ and $|\mathbf F(\mathbf x)-\mathbf F(\mathbf y)|\le K|\mathbf x-\mathbf y|$. Applying the one-dimensional argument along the line through $\mathbf x$ in the direction of $\mathbf F(\mathbf x)$ would give $|\mathbf F(\mathbf x)|^2\le(M-m)K$. The constant would stay the same, but $K$ would have to bound the stiffness in every direction, including the couplings between coordinates.
